# An error bound for good Broyden on a linear system, from the error of its initial Jacobian

Before a Broyden iteration starts, one picks an initial Jacobian $B_0$ and a limit on the number of steps. For a finite-dimensional linear system, two norms of the relative error $A^{-1}B_0-I$, where $A$ is the exact Jacobian, give a number of steps that suffices for a chosen reduction of the error, provided that the operator norm is below one. When $A$ is not known, both norms have to be estimated.

Let $A$ be invertible, $Ap=b$, and $E_k=A^{-1}B_k-I$. Suppose $\|E_0\|\le q<1$ in operator norm, and let $M=\|E_0\|_F$ be the Frobenius norm. Full-step good Broyden on the residual $Ax-b$ then satisfies

$$\|x_k-p\|\le\left(\frac{M}{(1-q)\sqrt k}\right)^k\|x_0-p\|,\qquad k\ge1.$$

In a self-consistent-field calculation, $A$ stands for the Jacobian of the density residual (input minus output density) at the solution and $B_0$ for a model of it, such as $I/\alpha$ for linear mixing with parameter $\alpha$. The condition $q<1$ says that this model captures the response to within a relative error below one. Linear mixing with a small $\alpha>0$ violates it, because $\|A^{-1}/\alpha-I\|$ grows without bound as $\alpha\to0$; for $A=I$ the condition requires $\alpha>1/2$. Passing from the true, nonlinear residual to its linearisation is the step that the hypotheses leave open.

## From the Jacobian error to the iterate error

Each step $s_k=x_{k+1}-x_k$ solves $B_ks_k=-(Ax_k-b)$. The residual changes by $As_k$, so for $s_k\ne0$ the update is

$$B_{k+1}=B_k+\frac{(As_k-B_ks_k)s_k^T}{\|s_k\|^2}.$$

If $s_k=0$, as happens once $x_k=p$, the update is skipped. Multiplying by $A^{-1}$ and subtracting $I$ gives

$$E_{k+1}=E_k\left(I-\frac{s_ks_k^T}{\|s_k\|^2}\right).$$

The bracket is an orthogonal projector, so $\|E_k\|\le q$ for all $k$. In an orthonormal basis $e_i$, with $s_{k,i}=\langle s_k,e_i\rangle$,

$$\|E_{k+1}\|_F^2=\sum_i\left\|E_ke_i-\frac{s_{k,i}}{\|s_k\|^2}E_ks_k\right\|^2=\|E_k\|_F^2-\frac{\|E_ks_k\|^2}{\|s_k\|^2},$$

because $\sum_i s_{k,i}E_ke_i=E_ks_k$ and $\sum_i s_{k,i}^2=\|s_k\|^2$. With $d_k=\|E_k\|_F^2-\|E_{k+1}\|_F^2\ge0$, this reads $d_k\|s_k\|^2=\|E_ks_k\|^2$, which also holds for a zero step.

Since $A^{-1}B_ks_k=-(x_k-p)$, we have $E_ks_k=-(x_k-p)-s_k=-(x_{k+1}-p)$. Hence $\|x_{k+1}-p\|\le q\|s_k\|$, and the triangle inequality gives

$$\|s_k\|\le\|x_{k+1}-p\|+\|x_k-p\|\le q\|s_k\|+\|x_k-p\|.$$

So $(1-q)\|s_k\|\le\|x_k-p\|$, and therefore

$$(1-q)^2\|x_{k+1}-p\|^2=d_k(1-q)^2\|s_k\|^2\le d_k\|x_k-p\|^2.$$

Multiplying the first $k$ of these bounds and applying the arithmetic-geometric mean inequality,

$$(1-q)^{2k}\|x_k-p\|^2\le\Big(\prod_{j<k}d_j\Big)\|x_0-p\|^2\le\Big(\frac1k\sum_{j<k}d_j\Big)^k\|x_0-p\|^2.$$

The sum telescopes to $M^2-\|E_k\|_F^2\le M^2$. Taking the square root gives the claim.

## The iteration in Lean

The space `V` is a real inner product space. An orthonormal basis over the finite index type `ι`, supplied to the theorems that need one, makes it finite-dimensional.

```lean
import Mathlib

open Finset

namespace BroydenExplicitRate

noncomputable section

variable {V ι : Type*} [NormedAddCommGroup V] [InnerProductSpace ℝ V] [Fintype ι]
```

The type `V ≃L[ℝ] V` holds invertible operators that are continuous in both directions.

```lean
/-- The residual `F(x) = A x - b` of the linear problem. -/
def residual (A : V ≃L[ℝ] V) (b x : V) : V := A x - b
```

In the update, `innerSL ℝ s` is the functional $v\mapsto\langle s,v\rangle$, and `smulRight` turns it into the rank-one operator.

```lean
open Classical in
/-- Good Broyden update `B + (y - B s) sᵀ / ‖s‖²` for a step `s ≠ 0`; for `s = 0` the update
is skipped. -/
def broydenUpdate (B : V →L[ℝ] V) (s y : V) : V →L[ℝ] V :=
  if s = 0 then B else B + (1 / ‖s‖ ^ 2) • (innerSL ℝ s).smulRight (y - B s)
```

A run consists of two infinite sequences tied together by the step equation and the update. Here `B k` approximates the Jacobian, whereas many mixing codes store an approximate inverse.

```lean
/-- Full-step good Broyden iteration on `A x - b`: each step solves `B_k s_k = -F(x_k)`, and
`B_k` is updated with the observed change of the residual. -/
structure IsBroydenRun (A : V ≃L[ℝ] V) (b : V) (x : ℕ → V) (B : ℕ → V →L[ℝ] V) : Prop where
  step : ∀ k, B k (x (k + 1) - x k) = -residual A b (x k)
  update : ∀ k, B (k + 1) = broydenUpdate (B k) (x (k + 1) - x k)
    (residual A b (x (k + 1)) - residual A b (x k))
```

The next two definitions are $E$ and its Frobenius norm.

```lean
/-- The relative Jacobian error `E = A⁻¹ B - I`. -/
def relError (A : V ≃L[ℝ] V) (B : V →L[ℝ] V) : V →L[ℝ] V :=
  (A.symm : V →L[ℝ] V).comp B - ContinuousLinearMap.id ℝ V

/-- The Frobenius norm of an operator, computed in an orthonormal basis `e`. -/
def frobenius (e : OrthonormalBasis ι ℝ V) (T : V →L[ℝ] V) : ℝ :=
  √(∑ i, ‖T (e i)‖ ^ 2)
```

## What one update does to the error

The first lemma is the projector formula, applied to a vector $v$. At $s=0$ Lean's quotient is zero, which agrees with the skipped update.

```lean
/-- A Broyden update with `y = A s` removes from the relative error its action along `s`. -/
theorem relError_update (A : V ≃L[ℝ] V) (B : V →L[ℝ] V) (s v : V) :
    relError A (broydenUpdate B s (A s)) v =
      relError A B (v - (inner ℝ s v / ‖s‖ ^ 2) • s) := by
  by_cases hs : s = 0
  · simp [broydenUpdate, hs]
  have hu : broydenUpdate B s (A s) v = B v + (inner ℝ s v / ‖s‖ ^ 2) • (A s - B s) := by
    rw [broydenUpdate, if_neg hs]
    change B v + (1 / ‖s‖ ^ 2) • (inner ℝ s v • (A s - B s)) = _
    rw [smul_smul, one_div_mul_eq_div]
  change A.symm (broydenUpdate B s (A s) v) - v = A.symm (B (v - _)) - (v - _)
  rw [hu]
  simp only [map_add, map_sub, map_smul, A.symm_apply_apply]
  module
```

The operator norm does not grow, because the squared length of the projected vector is $\|v\|^2-\langle s,v\rangle^2/\|s\|^2$.

```lean
/-- A Broyden update with `y = A s` does not increase the operator norm of the relative error. -/
theorem norm_relError_update_le (A : V ≃L[ℝ] V) (B : V →L[ℝ] V) (s : V) :
    ‖relError A (broydenUpdate B s (A s))‖ ≤ ‖relError A B‖ := by
  refine ContinuousLinearMap.opNorm_le_bound _ (norm_nonneg _) fun v => ?_
  rw [relError_update]
  refine (ContinuousLinearMap.le_opNorm _ _).trans
    (mul_le_mul_of_nonneg_left ?_ (norm_nonneg _))
  by_cases hs : s = 0
  · simp [hs]
  -- an orthogonal projection does not lengthen a vector
  have hn : ‖s‖ ≠ 0 := norm_ne_zero_iff.2 hs
  apply (sq_le_sq₀ (norm_nonneg _) (norm_nonneg _)).1
  rw [norm_sub_sq_real, real_inner_smul_right, norm_smul, mul_pow, Real.norm_eq_abs, sq_abs,
    real_inner_comm s v]
  have h1 : (inner ℝ s v / ‖s‖ ^ 2) ^ 2 * ‖s‖ ^ 2 = inner ℝ s v ^ 2 / ‖s‖ ^ 2 := by
    field_simp
  have h2 : inner ℝ s v / ‖s‖ ^ 2 * inner ℝ s v = inner ℝ s v ^ 2 / ‖s‖ ^ 2 := by ring
  have h3 : 0 ≤ inner ℝ s v ^ 2 / ‖s‖ ^ 2 := by positivity
  rw [h1, h2]
  linarith
```

For the Frobenius norm, `key` is the first basis sum used above, paired with $E_ks_k$ in an inner product, `h2` is the second, and `hsum` is the expanded square.

```lean
/-- The drop of the squared Frobenius norm of the relative error `E` in an update with
`y = A s`, multiplied by `‖s‖²`, equals `‖E s‖²`. -/
theorem frobenius_drop (e : OrthonormalBasis ι ℝ V) (A : V ≃L[ℝ] V) (B : V →L[ℝ] V) (s : V) :
    ‖s‖ ^ 2 * (frobenius e (relError A B) ^ 2 -
      frobenius e (relError A (broydenUpdate B s (A s))) ^ 2) = ‖relError A B s‖ ^ 2 := by
  by_cases hs : s = 0
  · simp [hs]
  have hn : ‖s‖ ≠ 0 := norm_ne_zero_iff.2 hs
  have hr : ∑ i, inner ℝ s (e i) • e i = s :=
    (sum_congr rfl fun i _ => by rw [real_inner_comm]).trans (e.sum_repr' s)
  -- expansion of `s` in the basis
  have key (T : V →L[ℝ] V) :
      ∑ i, inner ℝ s (e i) * inner ℝ (T (e i)) (T s) = ‖T s‖ ^ 2 := by
    rw [← real_inner_self_eq_norm_sq]
    calc _ = inner ℝ (T (∑ i, inner ℝ s (e i) • e i)) (T s) := by
          simp only [map_sum, map_smul, sum_inner, real_inner_smul_left]
      _ = _ := by rw [hr]
  have h2 : ∑ i, inner ℝ s (e i) ^ 2 = ‖s‖ ^ 2 := by
    refine Eq.trans (sum_congr rfl fun i _ => ?_) (key (ContinuousLinearMap.id ℝ V))
    change _ = inner ℝ s (e i) * inner ℝ (e i) s
    rw [real_inner_comm s (e i), sq]
  have hsum : ∑ i, ‖relError A (broydenUpdate B s (A s)) (e i)‖ ^ 2 =
      ∑ i, ‖relError A B (e i)‖ ^ 2
      - 2 / ‖s‖ ^ 2 * ∑ i, inner ℝ s (e i) * inner ℝ (relError A B (e i)) (relError A B s)
      + ‖relError A B s‖ ^ 2 / (‖s‖ ^ 2) ^ 2 * ∑ i, inner ℝ s (e i) ^ 2 := by
    rw [mul_sum, mul_sum, ← sum_sub_distrib, ← sum_add_distrib]
    refine sum_congr rfl fun i _ => ?_
    rw [relError_update, map_sub, map_smul, norm_sub_sq_real, real_inner_smul_right,
      norm_smul, mul_pow, Real.norm_eq_abs, sq_abs]
    ring
  rw [frobenius, frobenius, Real.sq_sqrt (by positivity), Real.sq_sqrt (by positivity),
    hsum, key, h2]
  have h3 : ‖relError A B s‖ ^ 2 / (‖s‖ ^ 2) ^ 2 * ‖s‖ ^ 2 =
      ‖relError A B s‖ ^ 2 / ‖s‖ ^ 2 := by field_simp
  have h4 : ‖s‖ ^ 2 * (‖relError A B s‖ ^ 2 / ‖s‖ ^ 2) = ‖relError A B s‖ ^ 2 := by
    field_simp
  linear_combination h4 - ‖s‖ ^ 2 * h3
```

## From one step to the rate

The identity $x_{k+1}-p=-E_ks_k$ comes from the step equation and $Ap=b$.

```lean
variable {A : V ≃L[ℝ] V} {b p : V} {x : ℕ → V} {B : ℕ → V →L[ℝ] V} {q : ℝ}

/-- If `A p = b`, the error after a Broyden step is `-E_k s_k`. -/
theorem error_next (h : IsBroydenRun A b x B) (hp : A p = b) (k : ℕ) :
    x (k + 1) - p = -relError A (B k) (x (k + 1) - x k) := by
  change _ = -(A.symm (B k (x (k + 1) - x k)) - (x (k + 1) - x k))
  rw [h.step, residual, ← hp, ← map_sub A, ← map_neg A, A.symm_apply_apply]
  abel
```

The one-step bound first carries $\|E_k\|\le q$ along by induction (`hE`). Then `h1` and `h2` are the two inequalities that bound the step, and `h3` is their squared consequence.

```lean
/-- If `A p = b` and `‖E_0‖ ≤ q < 1`, the squared Frobenius norm of `E_k` does not increase, and
its drop times `‖x_k - p‖²` bounds `(1 - q)² ‖x_{k+1} - p‖²`. -/
theorem error_step (e : OrthonormalBasis ι ℝ V) (h : IsBroydenRun A b x B) (hp : A p = b)
    (hq : ‖relError A (B 0)‖ ≤ q) (hq1 : q < 1) (k : ℕ) :
    0 ≤ frobenius e (relError A (B k)) ^ 2 - frobenius e (relError A (B (k + 1))) ^ 2 ∧
    ((1 - q) * ‖x (k + 1) - p‖) ^ 2 ≤ (frobenius e (relError A (B k)) ^ 2 -
      frobenius e (relError A (B (k + 1))) ^ 2) * ‖x k - p‖ ^ 2 := by
  have hB (j : ℕ) : B (j + 1) =
      broydenUpdate (B j) (x (j + 1) - x j) (A (x (j + 1) - x j)) := by
    rw [h.update, residual, residual, sub_sub_sub_cancel_right, ← map_sub A]
  have hE : ‖relError A (B k)‖ ≤ q := by
    induction k with
    | zero => exact hq
    | succ j ih => rw [hB]; exact (norm_relError_update_le _ _ _).trans ih
  have hd := frobenius_drop e A (B k) (x (k + 1) - x k)
  rw [← hB, ← norm_neg (relError A (B k) _), ← error_next h hp] at hd
  have h0 : 0 ≤ frobenius e (relError A (B k)) ^ 2 -
      frobenius e (relError A (B (k + 1))) ^ 2 := by
    by_cases hs : x (k + 1) - x k = 0
    · rw [hB, hs, broydenUpdate, if_pos rfl, sub_self]
    · have hpos : 0 < ‖x (k + 1) - x k‖ ^ 2 := pow_pos (norm_pos_iff.2 hs) 2
      exact nonneg_of_mul_nonneg_right (hd ▸ sq_nonneg _) hpos
  refine ⟨h0, ?_⟩
  -- the step is at most `1 / (1 - q)` times the current error
  have h1 : ‖x (k + 1) - p‖ ≤ q * ‖x (k + 1) - x k‖ := by
    rw [error_next h hp, norm_neg]
    exact (ContinuousLinearMap.le_opNorm _ _).trans
      (mul_le_mul_of_nonneg_right hE (norm_nonneg _))
  have h2 : ‖x (k + 1) - x k‖ ≤ ‖x (k + 1) - p‖ + ‖x k - p‖ := by
    simpa using norm_sub_le (x (k + 1) - p) (x k - p)
  have h3 : ((1 - q) * ‖x (k + 1) - x k‖) ^ 2 ≤ ‖x k - p‖ ^ 2 :=
    pow_le_pow_left₀ (mul_nonneg (by linarith) (norm_nonneg _)) (by linarith) 2
  rw [mul_pow, ← hd]
  linarith [mul_le_mul_of_nonneg_left h3 h0]
```

Mathlib's weighted mean inequality, taken with equal weights $1/k$ and raised to the power $k$, gives the product form.

```lean
/-- Arithmetic-geometric mean inequality for `k ≥ 1` nonnegative numbers, in product form. -/
theorem prod_le_mean_pow {k : ℕ} (hk : 1 ≤ k) (d : ℕ → ℝ) (hd : ∀ j, 0 ≤ d j) :
    ∏ j ∈ range k, d j ≤ ((∑ j ∈ range k, d j) / k) ^ k := by
  have hk0 : k ≠ 0 := by omega
  have hk' : (k : ℝ) ≠ 0 := Nat.cast_ne_zero.2 hk0
  have h := Real.geom_mean_le_arith_mean_weighted (range k) (fun _ => (k : ℝ)⁻¹) d
    (fun _ _ => by positivity) (by simp [hk']) (fun j _ => hd j)
  calc ∏ j ∈ range k, d j = (∏ j ∈ range k, d j ^ (k : ℝ)⁻¹) ^ k := by
        rw [← prod_pow]
        exact prod_congr rfl fun j _ => (Real.rpow_inv_natCast_pow (hd j) hk0).symm
    _ ≤ (∑ j ∈ range k, (k : ℝ)⁻¹ * d j) ^ k :=
        pow_le_pow_left₀ (prod_nonneg fun j _ => Real.rpow_nonneg (hd j) _) h k
    _ = _ := by rw [← mul_sum, inv_mul_eq_div]
```

In the main theorem, `f j` is $\|E_j\|_F^2$. The induction `hprod` multiplies the one-step bounds, `hmean` combines the mean inequality with the telescoping sum, and `hroot` takes the square root.

```lean
/-- Explicit Broyden rate: if `A p = b` and `E_0 = A⁻¹ B_0 - I` has operator norm at most `q < 1`
and Frobenius norm `M`, then `‖x_k - p‖ ≤ (M / ((1 - q) √k))^k ‖x_0 - p‖` for `k ≥ 1`. -/
theorem broyden_rate (e : OrthonormalBasis ι ℝ V) (h : IsBroydenRun A b x B) (hp : A p = b)
    (hq : ‖relError A (B 0)‖ ≤ q) (hq1 : q < 1) {k : ℕ} (hk : 1 ≤ k) :
    ‖x k - p‖ ≤
      (frobenius e (relError A (B 0)) / ((1 - q) * √k)) ^ k * ‖x 0 - p‖ := by
  let f : ℕ → ℝ := fun j => frobenius e (relError A (B j)) ^ 2
  have hs (j : ℕ) : 0 ≤ f j - f (j + 1) ∧
      ((1 - q) * ‖x (j + 1) - p‖) ^ 2 ≤ (f j - f (j + 1)) * ‖x j - p‖ ^ 2 :=
    error_step e h hp hq hq1 j
  -- multiply the one-step bounds
  have hprod (m : ℕ) : ((1 - q) ^ m * ‖x m - p‖) ^ 2 ≤
      (∏ j ∈ range m, (f j - f (j + 1))) * ‖x 0 - p‖ ^ 2 := by
    induction m with
    | zero => simp
    | succ m ih =>
      rw [prod_range_succ]
      have h1 := mul_le_mul_of_nonneg_left (hs m).2 (sq_nonneg ((1 - q) ^ m))
      have h2 := mul_le_mul_of_nonneg_left ih (hs m).1
      calc _ = ((1 - q) ^ m) ^ 2 * ((1 - q) * ‖x (m + 1) - p‖) ^ 2 := by ring
        _ ≤ _ := h1
        _ = (f m - f (m + 1)) * ((1 - q) ^ m * ‖x m - p‖) ^ 2 := by ring
        _ ≤ _ := h2
        _ = _ := by ring
  -- the drops sum to at most `M²`
  have hmean : ∏ j ∈ range k, (f j - f (j + 1)) ≤ (f 0 / k) ^ k := by
    refine (prod_le_mean_pow hk _ fun j => (hs j).1).trans ?_
    have hsum : ∑ j ∈ range k, (f j - f (j + 1)) ≤ f 0 := by
      rw [sum_range_sub']
      exact sub_le_self _ (sq_nonneg _)
    exact pow_le_pow_left₀ (div_nonneg (sum_nonneg fun j _ => (hs j).1) (Nat.cast_nonneg k))
      (div_le_div_of_nonneg_right hsum (Nat.cast_nonneg k)) k
  have hM : 0 ≤ frobenius e (relError A (B 0)) := Real.sqrt_nonneg _
  have hpow : ((frobenius e (relError A (B 0)) / √k) ^ k) ^ 2 = (f 0 / k) ^ k := by
    rw [← pow_mul, mul_comm k 2, pow_mul, div_pow, Real.sq_sqrt (Nat.cast_nonneg k)]
  have hq0 : 0 < 1 - q := by linarith
  have hroot : (1 - q) ^ k * ‖x k - p‖ ≤
      (frobenius e (relError A (B 0)) / √k) ^ k * ‖x 0 - p‖ := by
    apply (sq_le_sq₀ (by positivity) (by positivity)).1
    rw [mul_pow (_ ^ k) ‖x 0 - p‖, hpow]
    exact (hprod k).trans (mul_le_mul_of_nonneg_right hmean (sq_nonneg _))
  rw [mul_comm (1 - q), ← div_div, div_pow _ (1 - q), div_mul_eq_mul_div,
    le_div_iff₀ (pow_pos hq0 k)]
  linarith
```

## A step limit and a case of equality

The bound lies below the initial error only when $\sqrt k>M/(1-q)$. For a target average factor $\theta>0$ per step, any $k\ge1$ with $k\ge(M/((1-q)\theta))^2$ is enough, since the base of the power is then at most $\theta$.

```lean
/-- If `A p = b`, `‖E_0‖ ≤ q < 1` and `θ > 0`, then after `k ≥ 1` steps with
`k ≥ (M / ((1 - q) θ))²`, where `M` is the Frobenius norm of `E_0`, the error is at most `θ^k` times
the initial one. -/
theorem broyden_step_count (e : OrthonormalBasis ι ℝ V) (h : IsBroydenRun A b x B)
    (hp : A p = b) (hq : ‖relError A (B 0)‖ ≤ q) (hq1 : q < 1) {θ : ℝ} (hθ : 0 < θ)
    {k : ℕ} (hk : 1 ≤ k)
    (hkM : (frobenius e (relError A (B 0)) / ((1 - q) * θ)) ^ 2 ≤ k) :
    ‖x k - p‖ ≤ θ ^ k * ‖x 0 - p‖ := by
  have hq0 : 0 < 1 - q := by linarith
  have hk0 : 0 < √(k : ℝ) := Real.sqrt_pos.2 (Nat.cast_pos.2 hk)
  have hM : 0 ≤ frobenius e (relError A (B 0)) := Real.sqrt_nonneg _
  have h1 := (le_abs_self _).trans (Real.abs_le_sqrt hkM)
  rw [div_le_iff₀ (mul_pos hq0 hθ)] at h1
  refine (broyden_rate e h hp hq hq1 hk).trans
    (mul_le_mul_of_nonneg_right (pow_le_pow_left₀ (by positivity) ?_ k) (norm_nonneg _))
  rw [div_le_iff₀ (mul_pos hq0 hk0)]
  linarith
```

A scalar run with $A=1$, $b=0$ and $B_0=1-q$ shows that the bound can be attained at $k=1$.

```lean
/-- Scalar iterates `1, -q/(1-q), 0, 0, …`, for `q ≠ 1`. -/
def scalarX (q : ℝ) : ℕ → ℝ
  | 0 => 1
  | 1 => -q / (1 - q)
  | _ + 2 => 0

/-- Scalar Jacobian approximations `1 - q, 1, 1, …`. -/
def scalarB (q : ℝ) : ℕ → ℝ →L[ℝ] ℝ
  | 0 => (1 - q) • ContinuousLinearMap.id ℝ ℝ
  | _ + 1 => ContinuousLinearMap.id ℝ ℝ
```

Here $M=q$, and the first error is exactly $q/(1-q)$ times the initial one. The proof checks the run equations case by case; `hone` shows that one nonzero step in one dimension recovers the exact Jacobian. Equality is shown for $k=1$ alone.

```lean
/-- For `0 ≤ q < 1` the scalar sequences form a Broyden run for `A = 1`, `b = 0`, with operator
and Frobenius norm of `E_0` equal to `q`, and attain equality in the rate bound at `k = 1`. -/
theorem broyden_rate_sharp_witness (hq0 : 0 ≤ q) (hq1 : q < 1) :
    IsBroydenRun (ContinuousLinearEquiv.refl ℝ ℝ) 0 (scalarX q) (scalarB q) ∧
    ‖relError (ContinuousLinearEquiv.refl ℝ ℝ) (scalarB q 0)‖ = q ∧
    frobenius (OrthonormalBasis.singleton Unit ℝ)
      (relError (ContinuousLinearEquiv.refl ℝ ℝ) (scalarB q 0)) = q ∧
    ‖scalarX q 1 - 0‖ = q / (1 - q) * ‖scalarX q 0 - 0‖ := by
  have hne : 1 - q ≠ 0 := by linarith
  have hdiv : 0 ≤ q / (1 - q) := div_nonneg hq0 (by linarith)
  have hrel : relError (ContinuousLinearEquiv.refl ℝ ℝ) (scalarB q 0) =
      (-q) • ContinuousLinearMap.id ℝ ℝ := by
    ext
    change (1 - q) * 1 - 1 = -q * 1
    ring
  -- in one dimension a single nonzero step reveals the exact Jacobian
  have hone (T : ℝ →L[ℝ] ℝ) (s : ℝ) (hs : s ≠ 0) :
      broydenUpdate T s s = ContinuousLinearMap.id ℝ ℝ := by
    have hT : T s = s * T 1 := by simpa using T.map_smul s 1
    ext
    rw [broydenUpdate, if_neg hs]
    change T 1 + (1 / ‖s‖ ^ 2) * ((1 * s) * (s - T s)) = 1
    rw [hT, Real.norm_eq_abs, sq_abs]
    have hc : 1 / s ^ 2 * s ^ 2 = 1 := by field_simp
    linear_combination (1 - T 1) * hc
  have hid (s : ℝ) : broydenUpdate (ContinuousLinearMap.id ℝ ℝ) s s =
      ContinuousLinearMap.id ℝ ℝ := by
    by_cases hs : s = 0
    · rw [broydenUpdate, if_pos hs]
    · exact hone _ s hs
  refine ⟨⟨fun k => ?_, fun k => ?_⟩, ?_, ?_, ?_⟩
  · rcases k with _ | _ | k
    · change (1 - q) * (-q / (1 - q) - 1) = -(1 - 0)
      have hc : (1 - q) * (-q / (1 - q)) = -q := by field_simp
      linear_combination hc
    · change 0 - -q / (1 - q) = -(-q / (1 - q) - 0)
      ring
    · change (0 : ℝ) - 0 = -(0 - 0)
      ring
  · have hy (u v : ℝ) : residual (ContinuousLinearEquiv.refl ℝ ℝ) 0 u -
        residual (ContinuousLinearEquiv.refl ℝ ℝ) 0 v = u - v := by simp [residual]
    rw [hy]
    rcases k with _ | k
    · refine (hone _ _ ?_).symm
      change -q / (1 - q) - 1 ≠ 0
      rw [neg_div]
      intro hc
      linarith
    · exact (hid _).symm
  · rw [hrel, norm_smul, ContinuousLinearMap.norm_id, mul_one, norm_neg,
      Real.norm_of_nonneg hq0]
  · rw [hrel]
    simp [frobenius, Real.sqrt_sq_eq_abs, abs_of_nonneg hq0]
  · change ‖-q / (1 - q) - 0‖ = q / (1 - q) * ‖(1 : ℝ) - 0‖
    rw [sub_zero, sub_zero, norm_one, mul_one, neg_div, norm_neg, Real.norm_of_nonneg hdiv]

end

end BroydenExplicitRate
```

```lean
#print axioms BroydenExplicitRate.relError_update
#print axioms BroydenExplicitRate.broyden_step_count
```

```
'BroydenExplicitRate.relError_update' depends on axioms: [propext, Classical.choice, Quot.sound]
'BroydenExplicitRate.broyden_step_count' depends on axioms: [propext, Classical.choice, Quot.sound]
```
